# Off-shell and on-shell Sudakov regions: a factor of two between double logarithms at equal cutoff

The double logarithm that a soft, collinear virtual photon adds to the amplitude of electron scattering at large momentum transfer is taken here, up to a prefactor, to be the integral of \(1/(xy)\) over a region of the plane, where \(x\) and \(y\) are the photon's momentum fractions along the two electron momenta. Both fractions lie between 0 and 1. Cutting off \(x\) and \(y\) separately from below at \(d\), with \(0<d<1\), gives \((\ln d)^2\), while cutting off only the product \(xy\) from below at \(d\) gives half of that.

```lean
import Mathlib

open MeasureTheory Set

namespace SudakovDoubleLog

noncomputable section

/-- The soft-collinear weight `1/(xy)` in the Sudakov variables `x, y` of the photon,
for nonzero `x` and `y`. -/
def softPhotonWeight (p : ℝ × ℝ) : ℝ := 1 / (p.1 * p.2)

/-- The region `a < x < 1`, `b < y < 1` with the additional cutoff `xy > d`. -/
def sudakovRegion (a b d : ℝ) : Set (ℝ × ℝ) :=
  {p | a < p.1 ∧ p.1 < 1 ∧ b < p.2 ∧ p.2 < 1 ∧ d < p.1 * p.2}

/-- The off-shell region: each Sudakov variable has its own lower cutoff. -/
def offShellRegion (a b : ℝ) : Set (ℝ × ℝ) := Ioo a 1 ×ˢ Ioo b 1

/-- The on-shell region: `0 < x, y < 1`, and only the product `xy` is cut off, at `d`. -/
def onShellRegion (d : ℝ) : Set (ℝ × ℝ) :=
  {p | 0 < p.1 ∧ p.1 < 1 ∧ 0 < p.2 ∧ p.2 < 1 ∧ d < p.1 * p.2}

/-- The integral of the soft-collinear weight over a region of Sudakov variables. -/
def doubleLog (S : Set (ℝ × ℝ)) : ℝ := ∫ p in S, softPhotonWeight p

/-- The one-loop vertex correction in double-logarithmic approximation, with coupling `α`
and photon region `S`. -/
def vertexCorrection (α : ℝ) (S : Set (ℝ × ℝ)) : ℝ := -(α / (2 * Real.pi)) * doubleLog S

/-- For positive cutoffs `a` and `b` the soft-collinear weight is integrable over the
Sudakov region. -/
theorem integrableOn_sudakovRegion {a b : ℝ} (d : ℝ) (ha : 0 < a) (hb : 0 < b) :
    IntegrableOn softPhotonWeight (sudakovRegion a b d) := by
  -- the weight is continuous on a compact rectangle that contains the region
  have hc : ContinuousOn softPhotonWeight (Icc a 1 ×ˢ Icc b 1) := by
    show ContinuousOn (fun p : ℝ × ℝ => 1 / (p.1 * p.2)) _
    refine continuousOn_const.div (continuous_fst.mul continuous_snd).continuousOn ?_
    rintro ⟨x, y⟩ ⟨hx, hy⟩
    exact (mul_pos (ha.trans_le hx.1) (hb.trans_le hy.1)).ne'
  exact (hc.integrableOn_compact (isCompact_Icc.prod isCompact_Icc)).mono_set
    (fun p hp => ⟨⟨hp.1.le, hp.2.1.le⟩, ⟨hp.2.2.1.le, hp.2.2.2.1.le⟩⟩)

/-- At fixed `x > 0`, with `0 < b ≤ 1` and `d ≤ x`, the integral over `y` gives a single
logarithm of the larger of the two lower limits `b` and `d/x`. -/
theorem integral_slice {b d x : ℝ} (hx : 0 < x) (hb : 0 < b) (hb1 : b ≤ 1) (hdx : d ≤ x) :
    ∫ y in Ioo (max b (d / x)) 1, 1 / (x * y) = -Real.log (max b (d / x)) / x := by
  have hm : 0 < max b (d / x) := lt_max_of_lt_left hb
  have hm1 : max b (d / x) ≤ 1 := max_le hb1 ((div_le_one hx).2 hdx)
  rw [← integral_Ioc_eq_integral_Ioo, ← intervalIntegral.integral_of_le hm1]
  simp only [one_div, mul_inv]
  rw [intervalIntegral.integral_const_mul, integral_inv_of_pos hm one_pos, one_div,
    Real.log_inv]
  ring

/-- The remaining integral over `x` of the single logarithm, for positive `a`, `b` and
`ab ≤ d ≤ b`. -/
theorem integral_single_log {a b d : ℝ} (ha : 0 < a) (hb : 0 < b) (hab : a * b ≤ d)
    (hdb : d ≤ b) :
    ∫ x in a..1, -Real.log (max b (d / x)) / x =
      Real.log d ^ 2 / 2 - Real.log (d / a) ^ 2 / 2 - Real.log (d / b) ^ 2 / 2 := by
  have hd : 0 < d := (mul_pos ha hb).trans_le hab
  have hac : a ≤ d / b := (le_div_iff₀ hb).2 hab
  have hc1 : d / b ≤ 1 := (div_le_one hb).2 hdb
  have hint : ∀ u v : ℝ, 0 < u → u ≤ v →
      IntervalIntegrable (fun x => -Real.log (max b (d / x)) / x) volume u v := by
    intro u v hu huv
    apply ContinuousOn.intervalIntegrable
    rw [uIcc_of_le huv]
    have hne : ∀ x ∈ Icc u v, x ≠ 0 := fun x hx => (hu.trans_le hx.1).ne'
    have hq : ContinuousOn (fun x : ℝ => d / x) (Icc u v) :=
      continuousOn_const.div continuousOn_id hne
    have hmc : Continuous (fun t : ℝ => max b t) := continuous_const.max continuous_id
    have hm : ContinuousOn (fun x : ℝ => max b (d / x)) (Icc u v) := hmc.comp_continuousOn hq
    exact (hm.log fun x _ => (lt_max_of_lt_left hb).ne').neg.div continuousOn_id hne
  -- below x = d/b the product cutoff is the stronger one
  have h1 : ∫ x in a..(d / b), -Real.log (max b (d / x)) / x =
      (Real.log (d / b) - Real.log d) * (Real.log (d / b) - Real.log d) / 2
        - (Real.log a - Real.log d) * (Real.log a - Real.log d) / 2 := by
    refine intervalIntegral.integral_eq_sub_of_hasDerivAt
      (f := fun x => (Real.log x - Real.log d) * (Real.log x - Real.log d) / 2)
      ?_ (hint _ _ ha hac)
    intro x hx
    rw [uIcc_of_le hac] at hx
    have hx0 : 0 < x := ha.trans_le hx.1
    have hxb := (le_div_iff₀ hb).1 hx.2
    have hmax : max b (d / x) = d / x :=
      max_eq_right ((le_div_iff₀ hx0).2 (by linarith [mul_comm b x]))
    have hl : HasDerivAt (fun t => Real.log t - Real.log d) x⁻¹ x :=
      (Real.hasDerivAt_log hx0.ne').sub_const _
    refine ((hl.fun_mul hl).div_const 2).congr_deriv ?_
    rw [hmax, Real.log_div hd.ne' hx0.ne']
    ring
  -- above x = d/b the cutoff y > b is the stronger one
  have h2 : ∫ x in (d / b)..1, -Real.log (max b (d / x)) / x =
      -Real.log b * Real.log 1 - -Real.log b * Real.log (d / b) := by
    refine intervalIntegral.integral_eq_sub_of_hasDerivAt
      (f := fun x => -Real.log b * Real.log x) ?_ (hint _ _ (div_pos hd hb) hc1)
    intro x hx
    rw [uIcc_of_le hc1] at hx
    have hx0 : 0 < x := (div_pos hd hb).trans_le hx.1
    have hxb := (div_le_iff₀ hb).1 hx.1
    have hmax : max b (d / x) = b :=
      max_eq_left ((div_le_iff₀ hx0).2 (by linarith [mul_comm b x]))
    refine ((Real.hasDerivAt_log hx0.ne').const_mul (-Real.log b)).congr_deriv ?_
    rw [hmax]
    ring
  rw [← intervalIntegral.integral_add_adjacent_intervals (hint _ _ ha hac)
    (hint _ _ (div_pos hd hb) hc1), h1, h2, Real.log_div hd.ne' hb.ne',
    Real.log_div hd.ne' ha.ne', Real.log_one]
  ring

/-- The double logarithm with all three cutoffs `x > a`, `y > b`, `xy > d`, for positive
`a`, `b` and `ab ≤ d ≤ min(a, b)`. -/
theorem doubleLog_sudakovRegion {a b d : ℝ} (ha : 0 < a) (hb : 0 < b) (hab : a * b ≤ d)
    (hda : d ≤ a) (hdb : d ≤ b) :
    doubleLog (sudakovRegion a b d) =
      Real.log d ^ 2 / 2 - Real.log (d / a) ^ 2 / 2 - Real.log (d / b) ^ 2 / 2 := by
  have ha1 : a ≤ 1 := le_of_mul_le_mul_right (by linarith : a * b ≤ 1 * b) hb
  have hb1 : b ≤ 1 := le_of_mul_le_mul_left (by linarith : a * b ≤ a * 1) ha
  have hS : MeasurableSet (sudakovRegion a b d) := by
    apply IsOpen.measurableSet
    simp only [sudakovRegion, Set.ofPred_and]
    exact (isOpen_lt (by fun_prop) (by fun_prop)).inter
      ((isOpen_lt (by fun_prop) (by fun_prop)).inter
      ((isOpen_lt (by fun_prop) (by fun_prop)).inter
      ((isOpen_lt (by fun_prop) (by fun_prop)).inter
      (isOpen_lt (by fun_prop) (by fun_prop)))))
  have hI : Integrable ((sudakovRegion a b d).indicator softPhotonWeight)
      ((volume : Measure ℝ).prod volume) :=
    (integrable_indicator_iff hS).2 (integrableOn_sudakovRegion d ha hb)
  -- the integral over y at fixed x
  have hslice : ∀ x : ℝ, ∫ y, (sudakovRegion a b d).indicator softPhotonWeight (x, y) =
      (Ioo a 1).indicator (fun x => -Real.log (max b (d / x)) / x) x := by
    intro x
    by_cases hx : x ∈ Ioo a 1
    · have hx0 : 0 < x := ha.trans hx.1
      have hfun : (fun y => (sudakovRegion a b d).indicator softPhotonWeight (x, y)) =
          (Ioo (max b (d / x)) 1).indicator (fun y => 1 / (x * y)) := by
        funext y
        have hiff : (x, y) ∈ sudakovRegion a b d ↔ y ∈ Ioo (max b (d / x)) 1 := by
          simp only [sudakovRegion, Set.mem_ofPred_eq, Set.mem_Ioo, max_lt_iff,
            div_lt_iff₀ hx0]
          rw [mul_comm y x]
          exact ⟨fun h => ⟨⟨h.2.2.1, h.2.2.2.2⟩, h.2.2.2.1⟩,
            fun h => ⟨hx.1, hx.2, h.1.1, h.2, h.1.2⟩⟩
        by_cases hy : y ∈ Ioo (max b (d / x)) 1
        · rw [Set.indicator_of_mem hy, Set.indicator_of_mem (hiff.2 hy)]
          rfl
        · rw [Set.indicator_of_notMem hy, Set.indicator_of_notMem (fun h => hy (hiff.1 h))]
      rw [Set.indicator_of_mem hx, hfun, integral_indicator measurableSet_Ioo]
      exact integral_slice hx0 hb hb1 (hda.trans hx.1.le)
    · have hfun : (fun y => (sudakovRegion a b d).indicator softPhotonWeight (x, y)) =
          fun _ => 0 :=
        funext fun y => Set.indicator_of_notMem (fun h => hx ⟨h.1, h.2.1⟩) _
      rw [Set.indicator_of_notMem hx, hfun, integral_zero]
  unfold doubleLog
  rw [← integral_indicator hS, Measure.volume_eq_prod, integral_prod _ hI]
  simp only [hslice]
  rw [integral_indicator measurableSet_Ioo, ← integral_Ioc_eq_integral_Ioo,
    ← intervalIntegral.integral_of_le ha1]
  exact integral_single_log ha hb hab hdb

/-- Off shell, with cutoffs `0 < a, b ≤ 1`, the double logarithm is `ln a · ln b`. -/
theorem doubleLog_offShell {a b : ℝ} (ha : 0 < a) (ha1 : a ≤ 1) (hb : 0 < b) (hb1 : b ≤ 1) :
    doubleLog (offShellRegion a b) = Real.log a * Real.log b := by
  -- the product cutoff xy > ab holds automatically in the rectangle
  have hset : offShellRegion a b = sudakovRegion a b (a * b) := by
    ext ⟨x, y⟩
    constructor
    · rintro ⟨⟨h1, h2⟩, ⟨h3, h4⟩⟩
      exact ⟨h1, h2, h3, h4, mul_lt_mul'' h1 h3 ha.le hb.le⟩
    · rintro ⟨h1, h2, h3, h4, _⟩
      exact ⟨⟨h1, h2⟩, ⟨h3, h4⟩⟩
  rw [hset, doubleLog_sudakovRegion ha hb le_rfl (mul_le_of_le_one_right ha.le hb1)
    (mul_le_of_le_one_left hb.le ha1), Real.log_div (mul_pos ha hb).ne' ha.ne',
    Real.log_div (mul_pos ha hb).ne' hb.ne', Real.log_mul ha.ne' hb.ne']
  ring

/-- On shell, with cutoff `0 < d ≤ 1` on the product `xy`, the double logarithm is
`(ln d)²/2`. -/
theorem doubleLog_onShell {d : ℝ} (hd : 0 < d) (hd1 : d ≤ 1) :
    doubleLog (onShellRegion d) = Real.log d ^ 2 / 2 := by
  -- xy > d with 0 < x, y < 1 forces x > d and y > d
  have hset : onShellRegion d = sudakovRegion d d d := by
    ext ⟨x, y⟩
    constructor
    · rintro ⟨h1, h2, h3, h4, h5⟩
      exact ⟨h5.trans (mul_lt_of_lt_one_right h1 h4), h2,
        h5.trans (mul_lt_of_lt_one_left h3 h2), h4, h5⟩
    · rintro ⟨h1, h2, h3, h4, h5⟩
      exact ⟨hd.trans h1, h2, hd.trans h3, h4, h5⟩
  rw [hset, doubleLog_sudakovRegion hd hd (mul_le_of_le_one_right hd.le hd1) le_rfl le_rfl,
    div_self hd.ne', Real.log_one]
  ring

/-- At a common cutoff `0 < d < 1` the off-shell double logarithm is exactly twice the
on-shell one, as a ratio. -/
theorem offShell_div_onShell {d : ℝ} (hd : 0 < d) (hd1 : d < 1) :
    doubleLog (offShellRegion d d) / doubleLog (onShellRegion d) = 2 := by
  have hlog : Real.log d ≠ 0 := (Real.log_neg hd hd1).ne
  rw [doubleLog_offShell hd hd1.le hd hd1.le, doubleLog_onShell hd hd1.le,
    div_eq_iff (div_ne_zero (pow_ne_zero 2 hlog) two_ne_zero)]
  ring

/-- The off-shell vertex correction for a squared momentum transfer `Q2` and positive
virtualities `P1, P2 ≤ Q2`, which set the cutoffs `P1/Q2` and `P2/Q2`. -/
theorem vertexCorrection_offShell (α : ℝ) {Q2 P1 P2 : ℝ} (h1 : 0 < P1) (h1Q : P1 ≤ Q2)
    (h2 : 0 < P2) (h2Q : P2 ≤ Q2) :
    vertexCorrection α (offShellRegion (P1 / Q2) (P2 / Q2)) =
      -(α / (2 * Real.pi)) * (Real.log (Q2 / P1) * Real.log (Q2 / P2)) := by
  have hQ : 0 < Q2 := h1.trans_le h1Q
  rw [vertexCorrection, doubleLog_offShell (div_pos h1 hQ) ((div_le_one hQ).2 h1Q)
    (div_pos h2 hQ) ((div_le_one hQ).2 h2Q), Real.log_div h1.ne' hQ.ne',
    Real.log_div h2.ne' hQ.ne', Real.log_div hQ.ne' h1.ne', Real.log_div hQ.ne' h2.ne']
  ring

/-- The on-shell vertex correction for a squared momentum transfer `Q2` and a positive
squared photon mass `M2 ≤ Q2`, which sets the cutoff `M2/Q2` on the product `xy`. -/
theorem vertexCorrection_onShell (α : ℝ) {Q2 M2 : ℝ} (hM : 0 < M2) (hMQ : M2 ≤ Q2) :
    vertexCorrection α (onShellRegion (M2 / Q2)) =
      -(α / (4 * Real.pi)) * Real.log (Q2 / M2) ^ 2 := by
  have hQ : 0 < Q2 := hM.trans_le hMQ
  rw [vertexCorrection, doubleLog_onShell (div_pos hM hQ) ((div_le_one hQ).2 hMQ),
    Real.log_div hM.ne' hQ.ne', Real.log_div hQ.ne' hM.ne']
  ring

end

end SudakovDoubleLog
```

```lean
#print axioms SudakovDoubleLog.doubleLog_offShell
#print axioms SudakovDoubleLog.offShell_div_onShell
#print axioms SudakovDoubleLog.vertexCorrection_offShell
#print axioms SudakovDoubleLog.vertexCorrection_onShell
```

```
'SudakovDoubleLog.doubleLog_offShell' depends on axioms: [propext, Classical.choice, Quot.sound]
'SudakovDoubleLog.offShell_div_onShell' depends on axioms: [propext, Classical.choice, Quot.sound]
'SudakovDoubleLog.vertexCorrection_offShell' depends on axioms: [propext, Classical.choice, Quot.sound]
'SudakovDoubleLog.vertexCorrection_onShell' depends on axioms: [propext, Classical.choice, Quot.sound]
```

## Where the two regions come from

Let \(p_1\) and \(p_2\) be the electron momenta before and after the scattering, and let \(Q^2\) be the magnitude of the squared momentum transfer, approximately \(2p_1\cdot p_2\) when it is much larger than \(|p_1^2|\) and \(|p_2^2|\). Write the momentum of the virtual photon as \(k = y\,p_1 + x\,p_2 + k_\perp\). For a soft photon the two electron propagators have denominators of size \(xQ^2\) and \(yQ^2\), which produces the weight \(1/(xy)\).

If the electrons are off shell, with virtualities \(P_1=|p_1^2|\) and \(P_2=|p_2^2|\) much larger than the squared electron mass, and the photon is massless, the first denominator stops decreasing when \(xQ^2\) reaches \(P_1\), and the second when \(yQ^2\) reaches \(P_2\). To logarithmic accuracy this restricts the photon to the rectangle \(x>P_1/Q^2\), \(y>P_2/Q^2\).

If the electrons are on shell, a photon mass \(M\) regulates the infrared region. The double logarithm comes from the pole of the photon propagator, where the photon satisfies the mass-shell condition \(xyQ^2 = M^2+|k_\perp|^2\), so \(xy>M^2/Q^2\), and only the product is cut off. This neglects the electron mass, which is consistent as long as it does not exceed \(M\); for a much lighter photon the region has a different shape.

## The integral with three cutoffs

Both cases follow from the region \(a<x<1\), \(b<y<1\), \(xy>d\), with \(a,b>0\) and \(ab\le d\le\min(a,b)\). These inequalities imply \(a\le1\) and \(b\le1\).

At fixed \(x\), the variable \(y\) must exceed both \(b\) and \(d/x\). With \(m(x)=\max(b,d/x)\le 1\),

\[
\int_{m(x)}^1\frac{dy}{xy}=-\frac{\ln m(x)}{x}.
\]

The two lower limits cross at \(x=d/b\), which lies between \(a\) and \(1\). Below it \(m(x)=d/x\), and

\[
\int_a^{d/b}\frac{\ln x-\ln d}{x}\,dx
=\left[\frac{(\ln x-\ln d)^2}{2}\right]_a^{d/b}
=\frac{(\ln b)^2}{2}-\frac{(\ln(d/a))^2}{2}.
\]

Above it \(m(x)=b\), and

\[
\int_{d/b}^1\frac{-\ln b}{x}\,dx=\ln b\,\ln(d/b)=\ln b\,\ln d-(\ln b)^2.
\]

The sum is \(\ln b\,\ln d-\tfrac12(\ln b)^2-\tfrac12(\ln(d/a))^2\). Since \((\ln(d/b))^2=(\ln d)^2-2\ln b\,\ln d+(\ln b)^2\), it equals

\[
\frac{(\ln d)^2}{2}-\frac{(\ln(d/a))^2}{2}-\frac{(\ln(d/b))^2}{2}.
\]

In the rectangle, \(xy>ab\) holds automatically, so the off-shell case is \(d=ab\):

\[
\frac{(\ln a+\ln b)^2}{2}-\frac{(\ln b)^2}{2}-\frac{(\ln a)^2}{2}=\ln a\,\ln b.
\]

On shell, \(xy>d\) with \(0<x,y<1\) forces \(x>d\) and \(y>d\). The case is therefore \(a=b=d\), where the last two terms vanish and \((\ln d)^2/2\) remains. In the variables \(-\ln x\) and \(-\ln y\) the weight becomes uniform, and the factor of two is the ratio of a square to the triangle below its diagonal.

## What the Lean statements say

A point `p : ℝ × ℝ` holds the pair \((x,y)\), and `softPhotonWeight` is \(1/(xy)\). The sets `offShellRegion a b` and `onShellRegion d` are the two photon regions, with strict inequalities throughout. `doubleLog S` is the Lebesgue integral of the weight over `S`, without the coupling. The letter `d` is a cutoff, not a spacetime dimension.

`doubleLog_offShell` gives \(\ln a\,\ln b\) for \(0<a,b\le1\), and `doubleLog_onShell` gives \((\ln d)^2/2\) for \(0<d\le1\). `offShell_div_onShell` states that their ratio at a common cutoff is 2, and it needs \(d<1\) because at \(d=1\) both regions are empty and the ratio is \(0/0\).

`vertexCorrection` multiplies the integral by \(-\alpha/(2\pi)\), where \(\alpha\) is the fine-structure constant, although the theorems accept any real number. The result is the correction to the scattering amplitude, relative to its lowest-order value; the first-order correction to the squared amplitude is twice as large. The arguments `Q2`, `P1`, `P2` and `M2` stand for \(Q^2\), \(P_1\), \(P_2\) and \(M^2\), so all four have the dimension of a squared mass. The two results are

\[
-\frac{\alpha}{2\pi}\ln\frac{Q^2}{P_1}\,\ln\frac{Q^2}{P_2}
\qquad\text{and}\qquad
-\frac{\alpha}{4\pi}\left(\ln\frac{Q^2}{M^2}\right)^2 .
\]

The step from the Feynman integral of the vertex to this weight, these regions and this prefactor enters through the definitions and is not derived. Single logarithms and constant terms are absent. The Sudakov form factor is the exponential obtained by summing such terms to all orders, and the formulas above are its first-order term. They bear on relativistic scattering calculations: in the one-loop double-logarithmic approximation, changing the infrared regulator from a common virtuality to an equal squared photon mass halves the coefficient of the squared logarithm.

The upper bound on \(d\) in `doubleLog_onShell` is needed. For \(d=e\) no point with \(0<x,y<1\) satisfies \(xy>d\), so the integral is 0, whereas the formula would give \(1/2\). For every \(d>1\) the integral is likewise 0 and the formula would give a positive number.

## How the Lean proof is assembled

`integrableOn_sudakovRegion` shows that the weight is integrable: it is continuous on the compact rectangle \([a,1]\times[b,1]\), which contains the region. This is what allows Fubini's theorem to be applied.

`integral_slice` is the integral over \(y\) at fixed \(x\), with the lower limit written as `max b (d / x)`. `integral_single_log` is the integral over \(x\). Its facts `h1` and `h2` treat the two sides of \(x=d/b\): each decides which argument of the maximum is larger, then checks by differentiation the antiderivative used above. The auxiliary statement `hint` supplies integrability on each interval, so that the two parts can be added, and the final `ring` does the algebra with the logarithms.

`doubleLog_sudakovRegion` joins these results. The weight is extended by zero outside the region, and `hslice` identifies its integral over \(y\): the single logarithm for \(a<x<1\), and zero for other \(x\). `integral_prod` is Fubini's theorem, which turns the plane integral into the iterated one.

The off-shell and on-shell theorems each begin with an equality of sets, `hset`, which identifies the region with a special case of the three-cutoff region. The logarithm rules then reduce the general formula. In the vertex corrections, inverting the ratios of scales changes the sign of each logarithm, and the signs cancel in the product or the square. On shell, the factor \(1/2\) from the region turns \(2\pi\) into \(4\pi\).
